# For positive m and q₀, the elliptic-modulus condition k/E(k) = 4m/(πq₀) has a solution with 0 < k < 1 exactly when m < πq₀/4

The theorem `critical_field` concerns two positive real parameters, m and q₀, and the complete elliptic integral of the second kind, E(k) = ∫₀^{π/2} √(1 − k² sin²θ) dθ. It says that some modulus 0 < k < 1 satisfies k/E(k) = 4m/(πq₀) exactly when m² < (πq₀/4)². Physically this is a threshold on m set by q₀; no energy or equation of motion enters the statement. In one direction the proof uses E(k) ≥ 1 to get k/E(k) < 1, and in the other it applies the intermediate value theorem to k/E(k), which is continuous on [0, 1] and runs from 0 to 1. The value at k = 1 requires E(1) = 1, and the proof fails while establishing this.

As first written in Lean, the proof fails:

```lean
import Mathlib

open Real

namespace CriticalField

noncomputable section

/-- Complete elliptic integral of the second kind with modulus `k`, for `k² ≤ 1`. -/
def ellE (k : ℝ) : ℝ := ∫ θ in (0 : ℝ)..(π / 2), √(1 - k ^ 2 * sin θ ^ 2)

variable {m k : ℝ} {φ p : ℝ → ℝ}

/-- The complete elliptic integral of the second kind is at least `1` when `k² ≤ 1`. -/
theorem one_le_ellE (hk : k ^ 2 ≤ 1) : 1 ≤ ellE k := by
  have h1 : ∫ θ in (0 : ℝ)..(π / 2), cos θ = 1 := by simp
  rw [← h1, ellE]
  refine intervalIntegral.integral_mono_on (by positivity)
    (Real.continuous_cos.intervalIntegrable _ _)
    (Continuous.intervalIntegrable (by fun_prop) _ _) fun θ _ => ?_
  refine (le_abs_self _).trans (Real.abs_le_sqrt ?_)
  nlinarith [Real.sin_sq_add_cos_sq θ, mul_nonneg (sub_nonneg.2 hk) (sq_nonneg (sin θ))]

/-- For `m, q0 > 0`, the condition `k/E(k) = 4m/(πq0)` can be met by a modulus
`0 < k < 1` exactly when `m² < (πq0/4)²`. -/
theorem critical_field {q0 : ℝ} (hm : 0 < m) (hq : 0 < q0) :
    (∃ k, 0 < k ∧ k < 1 ∧ k / ellE k = 4 * m / (π * q0)) ↔ m ^ 2 < (π * q0 / 4) ^ 2 := by
  have hpq : 0 < π * q0 := mul_pos Real.pi_pos hq
  constructor
  · rintro ⟨k, hk, hk1, hc⟩
    have hE := one_le_ellE (k := k) (by nlinarith)
    have h1 : k / ellE k < 1 := (div_lt_one (by linarith)).2 (by linarith)
    rw [hc, div_lt_one hpq] at h1
    nlinarith
  · intro h
    have hlt : 4 * m < π * q0 := by
      by_contra hn
      nlinarith [not_lt.1 hn]
    have hEc : Continuous ellE := by
      have hu : Continuous (Function.uncurry fun k θ : ℝ => √(1 - k ^ 2 * sin θ ^ 2)) := by
        change Continuous fun z : ℝ × ℝ => √(1 - z.1 ^ 2 * sin z.2 ^ 2)
        fun_prop
      exact intervalIntegral.continuous_parametric_intervalIntegral_of_continuous' hu 0 (π / 2)
    have hE1 : ellE 1 = 1 := by
      have h1 : ∫ θ in (0 : ℝ)..(π / 2), cos θ = 1 := by simp
      rw [← h1, ellE]
      refine intervalIntegral.integral_congr fun θ hθ => ?_
      rw [Set.uIcc_of_le (by positivity)] at hθ
      have h2 : 1 - (1 : ℝ) ^ 2 * sin θ ^ 2 = cos θ ^ 2 := by
        linarith [Real.sin_sq_add_cos_sq θ]
      change √(1 - (1 : ℝ) ^ 2 * sin θ ^ 2) = cos θ
      rw [h2, Real.sqrt_sq (Real.cos_nonneg_of_mem_Icc ⟨by linarith [hθ.1, Real.pi_pos], hθ.2⟩)]
    -- `k/E(k)` runs continuously from `0` to `1`
    have hf : ContinuousOn (fun k => k / ellE k) (Set.Icc 0 1) := by
      refine continuousOn_id.div hEc.continuousOn fun k hk => ?_
      have := one_le_ellE (k := k) (by nlinarith [hk.1, hk.2])
      linarith
    have hmem : 4 * m / (π * q0) ∈ Set.Ioo ((0 : ℝ) / ellE 0) (1 / ellE 1) := by
      rw [hE1, zero_div, div_one]
      exact ⟨by positivity, (div_lt_one hpq).2 hlt⟩
    obtain ⟨k, hk, hc⟩ := intermediate_value_Ioo zero_le_one hf hmem
    exact ⟨k, hk.1, hk.2, hc⟩

end

end CriticalField
```

Lean reports:

```
Main.lean:51:6: error: 'change' tactic failed, pattern
  √(1 - 1 ^ 2 * sin θ ^ 2) = cos θ
is not definitionally equal to target
  √(1 - (∫ (θ : ℝ) in 0..π / 2, cos θ) ^ 2 * sin θ ^ 2) = cos θ
```

Cause. The goal `ellE 1 = 1` contains the real number 1 twice, as the modulus and as the right-hand side. Only the second was meant to become the integral of cosine, but `rw [← h1, ellE]` first replaces both, and then unfolds `ellE` with that integral as its modulus. This is why the message shows `(∫ (θ : ℝ) in 0..π / 2, cos θ) ^ 2` under the square root where the `change` line expects `1 ^ 2`. The two are equal by `h1`, but `change` accepts only definitional equality, and Lean reports that this does not hold here.

The repair replaces the rewrite with two steps. `unfold ellE` opens the definition while the modulus is still 1, and `refine Eq.trans ?_ h1` then leaves the goal that the elliptic integral equals the integral of cosine. `h1` now affects only the right-hand side, so the integrand keeps its `1 ^ 2` and the later `change` succeeds.

As a diff, the version that Lean accepts:

```diff
@@ -44,5 +44,6 @@
     have hE1 : ellE 1 = 1 := by
       have h1 : ∫ θ in (0 : ℝ)..(π / 2), cos θ = 1 := by simp
-      rw [← h1, ellE]
+      unfold ellE
+      refine Eq.trans ?_ h1
       refine intervalIntegral.integral_congr fun θ hθ => ?_
       rw [Set.uIcc_of_le (by positivity)] at hθ
```
